# The Kane term (Ep/Eg) VᴴV is a Luttinger matrix with γ1 = Ep/(3Eg) and γ2 = γ3 = Ep/(6Eg)

If I put Luttinger parameters fitted to the valence bands alone into an eight-band k·p Hamiltonian unchanged, the conduction band is counted twice: once inside the parameters and once through the explicit coupling. The light holes then come out too light. The remedy is to subtract the conduction band's share first, and I would like to be sure of that share.

Take real k, k± = kx ± i ky, the spin-3/2 matrices J, and the coupling V from the valence quartet to the conduction doublet, with rows

(−k₊/√2, √(2/3) kz, k₋/√6, 0)

(0, −k₊/√6, √(2/3) kz, k₋/√2).

The claim is that VᴴV = 3k²/4 − (k·J)²/3. With gap Eg and Kane energy Ep, which measures the squared momentum matrix element between the two band edges, (Ep/Eg) VᴴV should then be the Luttinger matrix with the parameters in the title, written as a hole energy in units with ħ²/2m₀ = 1. Can this be made rigorous and checked by machine, including that no other parameters would do?

## Yes: both sides are quadratic in k·J

Write V = W/√6. Since 1/√2 = √3/√6 and √(2/3) = 2/√6, the rows of W are

(−√3 k₊, 2kz, k₋, 0)

(0, −k₊, 2kz, √3 k₋).

Let q² = k₊k₋ = kx² + ky², and number the entries from 0, as Lean does. Multiplying out WᴴW gives

entries 00 and 33: 3q²

entries 11 and 22: q² + 4kz²

entry 01: −2√3 kz k₋, entry 23: +2√3 kz k₋

entries 02 and 13: −√3 k₋²

entries 03 and 12: 0.

The matrix k·J has diagonal (3kz/2, kz/2, −kz/2, −3kz/2) and, just above it, (√3k₋/2, k₋, √3k₋/2). Its square has

entries 00 and 33: 9kz²/4 + 3q²/4

entries 11 and 22: kz²/4 + 7q²/4

entry 01: √3 kz k₋, entry 23: −√3 kz k₋

entries 02 and 13: √3 k₋²/2

entries 03 and 12: 0.

The entries below the diagonal follow by Hermiticity. Comparing the two lists gives WᴴW = 9k²/2 − 2(k·J)², and division by 6 gives the identity for VᴴV.

The Luttinger matrix, written as a hole energy with ħ²/2m₀ = 1, is

L = (γ1 + 5γ2/2) k² − 2γ2 (kx²Jx² + ky²Jy² + kz²Jz²) − 2γ3 [kx ky (JxJy + JyJx) + ky kz (JyJz + JzJy) + kz kx (JzJx + JxJz)].

For γ2 = γ3 = γ the last two groups combine into −2γ(k·J)². Matching with VᴴV requires 2γ = 1/3 and γ1 + 5γ/2 = 3/4, so γ = 1/6 and γ1 = 1/3. Since L is linear in its parameters, the factor Ep/Eg multiplies all three.

No other parameters work. At k = (0,0,1), entries 00 and 11 of L are γ1 − 2γ2 and γ1 + 2γ2, which fix γ1 and γ2. At k = (1,0,1), entry 01 is −2√3 γ3, which fixes γ3.

### Why this is the share to subtract

Put the valence edge at energy 0 and the conduction edge at Eg. Let c and v be the conduction and valence amplitudes, and P Kane's matrix element, which is the momentum matrix element times ħ/m₀, so that P² = Ep in these units. The coupled equations at energy E are

Eg c + P V v = E c

P Vᴴ c − L v = E v.

For E ≠ Eg the first gives c = −P V v/(Eg − E). Inserted into the second, this gives

−[L + P²/(Eg − E) VᴴV] v = E v.

So γ1 is raised by P²/(3(Eg − E)), and γ2 and γ3 by P²/(6(Eg − E)). Near the valence edge E is small compared with Eg, and the shifts become Ep/(3Eg) and Ep/(6Eg). Fitted parameters contain these shifts, so a model that keeps the conduction band explicitly must start from parameters reduced by them. The theorem keeps the exact E; setting E to 0 is the usual band-edge approximation.

### What the Lean statements say about the bands

`kaneV` is V, a 2×4 complex matrix, and `kaneW` is W. `Jx`, `Jy` and `Jz` are explicit matrices in the basis m = 3/2, 1/2, −1/2, −3/2, and `kDotJ` and `kSq` are k·J and k². `luttinger g1 g2 g3 kx ky kz` is L, with γ2 and γ3 independent. All parameters and wave-vector components are real numbers.

- `kane_gram` is the identity for VᴴV at every k.
- `kane_luttinger_iff` assumes only `Eg ≠ 0`. It says that Eg L = Ep VᴴV holds at all k if and only if the three parameters have the values in the title. The gap stands on the left, so the matrix equation contains no division.
- `eliminate_conduction` takes the two coupled equations as hypotheses `hc` and `hv`, together with `E ≠ Eg`, and concludes that v obeys the Luttinger equation with shifted parameters.

The form of V is taken as given and not derived from crystal symmetry. The coupled problem has six states: there is no split-off doublet, and the conduction band has no k² term of its own. Because k consists of numbers and not operators, magnetic fields and operator ordering at interfaces are not treated. For bulk eight-band k·p simulations, the result supplies the conduction doublet's contribution to the valence quartet within this six-state model.

```lean
import Mathlib

open Matrix

namespace KaneLuttinger

noncomputable section

/-- The spin-3/2 matrix `Jx` in the basis m = 3/2, 1/2, -1/2, -3/2. -/
def Jx : Matrix (Fin 4) (Fin 4) ℂ :=
  !![0, (√3 : ℝ) / 2, 0, 0; (√3 : ℝ) / 2, 0, 1, 0;
     0, 1, 0, (√3 : ℝ) / 2; 0, 0, (√3 : ℝ) / 2, 0]

/-- The spin-3/2 matrix `Jy` in the same basis. -/
def Jy : Matrix (Fin 4) (Fin 4) ℂ :=
  !![0, -Complex.I * (√3 : ℝ) / 2, 0, 0; Complex.I * (√3 : ℝ) / 2, 0, -Complex.I, 0;
     0, Complex.I, 0, -Complex.I * (√3 : ℝ) / 2; 0, 0, Complex.I * (√3 : ℝ) / 2, 0]

/-- The spin-3/2 matrix `Jz` in the same basis. -/
def Jz : Matrix (Fin 4) (Fin 4) ℂ :=
  !![3 / 2, 0, 0, 0; 0, 1 / 2, 0, 0; 0, 0, -1 / 2, 0; 0, 0, 0, -3 / 2]

/-- The scalar product k·J of the wave vector with the spin. -/
def kDotJ (kx ky kz : ℝ) : Matrix (Fin 4) (Fin 4) ℂ :=
  (kx : ℂ) • Jx + (ky : ℂ) • Jy + (kz : ℂ) • Jz

/-- The squared length k² of the wave vector, as a complex number. -/
def kSq (kx ky kz : ℝ) : ℂ := (kx : ℂ) ^ 2 + (ky : ℂ) ^ 2 + (kz : ℂ) ^ 2

/-- The combination k₊ = kx + i ky. -/
def kPlus (kx ky : ℝ) : ℂ := kx + Complex.I * ky

/-- The combination k₋ = kx - i ky. -/
def kMinus (kx ky : ℝ) : ℂ := kx - Complex.I * ky

/-- The Kane coupling between the conduction doublet and the spin-3/2 valence quartet,
without the momentum matrix element. -/
def kaneV (kx ky kz : ℝ) : Matrix (Fin 2) (Fin 4) ℂ :=
  !![-kPlus kx ky / (√2 : ℝ), (√(2 / 3) : ℝ) * kz, kMinus kx ky / (√6 : ℝ), 0;
     0, -kPlus kx ky / (√6 : ℝ), (√(2 / 3) : ℝ) * kz, kMinus kx ky / (√2 : ℝ)]

/-- The Kane coupling multiplied by √6. -/
def kaneW (kx ky kz : ℝ) : Matrix (Fin 2) (Fin 4) ℂ :=
  !![-(√3 : ℝ) * kPlus kx ky, 2 * kz, kMinus kx ky, 0;
     0, -kPlus kx ky, 2 * kz, (√3 : ℝ) * kMinus kx ky]

/-- The Luttinger matrix with parameters γ1, γ2, γ3, as a hole energy in units ħ²/2m₀ = 1. -/
def luttinger (g1 g2 g3 kx ky kz : ℝ) : Matrix (Fin 4) (Fin 4) ℂ :=
  (((g1 : ℂ) + 5 / 2 * g2) * kSq kx ky kz) • (1 : Matrix (Fin 4) (Fin 4) ℂ)
    - (2 * (g2 : ℂ)) • ((kx : ℂ) ^ 2 • (Jx * Jx) + (ky : ℂ) ^ 2 • (Jy * Jy)
      + (kz : ℂ) ^ 2 • (Jz * Jz))
    - (2 * (g3 : ℂ)) • (((kx : ℂ) * ky) • (Jx * Jy + Jy * Jx)
      + ((ky : ℂ) * kz) • (Jy * Jz + Jz * Jy) + ((kz : ℂ) * kx) • (Jz * Jx + Jx * Jz))

/-- The Kane coupling has the common factor 1/√6. -/
theorem kaneV_eq (kx ky kz : ℝ) :
    kaneV kx ky kz = (((√6)⁻¹ : ℝ) : ℂ) • kaneW kx ky kz := by
  have h6 : √6 ≠ 0 := by positivity
  have h2 : √2 ≠ 0 := by positivity
  have e6 : √6 = √2 * √3 := by
    rw [← Real.sqrt_mul (by norm_num)]; norm_num
  have a : (((√2 : ℝ) : ℂ))⁻¹ = ((√6 : ℝ) : ℂ)⁻¹ * ((√3 : ℝ) : ℂ) := by
    have : (√2)⁻¹ = (√6)⁻¹ * √3 := by
      have h3 : √3 ≠ 0 := by positivity
      rw [e6]; field_simp
    exact_mod_cast this
  have b : ((√(2 / 3) : ℝ) : ℂ) = ((√6 : ℝ) : ℂ)⁻¹ * 2 := by
    have h : √(2 / 3) * √6 = 2 := by
      rw [← Real.sqrt_mul (by norm_num), show (2 / 3 * 6 : ℝ) = 2 ^ 2 by norm_num,
        Real.sqrt_sq (by norm_num)]
    have : √(2 / 3) = (√6)⁻¹ * 2 :=
      (eq_inv_mul_iff_mul_eq₀ h6).mpr (by rw [mul_comm]; exact h)
    exact_mod_cast this
  unfold kaneV kaneW
  simp only [div_eq_mul_inv _ ((√2 : ℝ) : ℂ), a, b, Complex.ofReal_inv]
  ext i j
  fin_cases i <;> fin_cases j <;>
    simp [-mul_eq_mul_left_iff, -mul_eq_mul_right_iff] <;> ring

/-- The Kane identity VᴴV = 3k²/4 - (k·J)²/3. -/
theorem kane_gram (kx ky kz : ℝ) :
    (kaneV kx ky kz)ᴴ * kaneV kx ky kz
      = (3 / 4 * kSq kx ky kz) • (1 : Matrix (Fin 4) (Fin 4) ℂ)
        - (1 / 3 : ℂ) • kDotJ kx ky kz ^ 2 := by
  have hs : ((√3 : ℝ) : ℂ) ^ 2 = 3 := by
    exact_mod_cast Real.sq_sqrt (show (0 : ℝ) ≤ 3 by norm_num)
  have hr : star (((√6)⁻¹ : ℝ) : ℂ) * (((√6)⁻¹ : ℝ) : ℂ) = 1 / 6 := by
    rw [Complex.star_def, Complex.conj_ofReal, ← Complex.ofReal_mul, ← mul_inv,
      Real.mul_self_sqrt (by norm_num)]
    norm_num
  -- the nonzero entries of k·J
  have hJ : kDotJ kx ky kz =
      !![3 / 2 * (kz : ℂ), (√3 : ℝ) / 2 * kMinus kx ky, 0, 0;
         (√3 : ℝ) / 2 * kPlus kx ky, 1 / 2 * (kz : ℂ), kMinus kx ky, 0;
         0, kPlus kx ky, -1 / 2 * (kz : ℂ), (√3 : ℝ) / 2 * kMinus kx ky;
         0, 0, (√3 : ℝ) / 2 * kPlus kx ky, -3 / 2 * (kz : ℂ)] := by
    ext i j
    fin_cases i <;> fin_cases j <;>
      simp [kDotJ, Jx, Jy, Jz, kPlus, kMinus, -mul_eq_mul_left_iff,
        -mul_eq_mul_right_iff] <;> ring
  have hc2 : (starRingEnd ℂ) (2 : ℂ) = 2 := Complex.conj_eq_iff_im.mpr (by simp)
  have hW : (kaneW kx ky kz)ᴴ * kaneW kx ky kz
      = (9 / 2 * kSq kx ky kz) • (1 : Matrix (Fin 4) (Fin 4) ℂ)
        - (2 : ℂ) • kDotJ kx ky kz ^ 2 := by
    rw [pow_two (kDotJ kx ky kz), hJ]
    ext i j
    fin_cases i <;> fin_cases j <;>
      simp [hc2, kaneW, kSq, kPlus, kMinus, Matrix.mul_apply, Fin.sum_univ_two,
        -mul_eq_mul_left_iff, -mul_eq_mul_right_iff, -mul_eq_zero] <;>
      ring_nf <;> simp only [Complex.I_sq, hs] <;> ring
  rw [kaneV_eq, conjTranspose_smul, Matrix.smul_mul, Matrix.mul_smul, smul_smul, hr, hW]
  module

/-- On the conduction doublet the coupling is isotropic: VVᴴ = 2k²/3. -/
theorem kane_conduction (kx ky kz : ℝ) :
    kaneV kx ky kz * (kaneV kx ky kz)ᴴ
      = (2 / 3 * kSq kx ky kz) • (1 : Matrix (Fin 2) (Fin 2) ℂ) := by
  have hs : ((√3 : ℝ) : ℂ) ^ 2 = 3 := by
    exact_mod_cast Real.sq_sqrt (show (0 : ℝ) ≤ 3 by norm_num)
  have hr : (((√6)⁻¹ : ℝ) : ℂ) * star (((√6)⁻¹ : ℝ) : ℂ) = 1 / 6 := by
    rw [Complex.star_def, Complex.conj_ofReal, ← Complex.ofReal_mul, ← mul_inv,
      Real.mul_self_sqrt (by norm_num)]
    norm_num
  have hc2 : (starRingEnd ℂ) (2 : ℂ) = 2 := Complex.conj_eq_iff_im.mpr (by simp)
  have hW : kaneW kx ky kz * (kaneW kx ky kz)ᴴ
      = (4 * kSq kx ky kz) • (1 : Matrix (Fin 2) (Fin 2) ℂ) := by
    ext i j
    fin_cases i <;> fin_cases j <;>
      simp [hc2, kaneW, kSq, kPlus, kMinus, Matrix.mul_apply, Fin.sum_univ_four,
        -mul_eq_mul_left_iff, -mul_eq_mul_right_iff, -mul_eq_zero] <;>
      ring_nf <;> simp only [Complex.I_sq, hs] <;> ring
  rw [kaneV_eq, conjTranspose_smul, Matrix.smul_mul, Matrix.mul_smul, smul_smul, hr, hW]
  module

/-- The matrix VᴴV is the Luttinger matrix with γ1 = 1/3 and γ2 = γ3 = 1/6. -/
theorem kane_gram_luttinger (kx ky kz : ℝ) :
    (kaneV kx ky kz)ᴴ * kaneV kx ky kz = luttinger (1 / 3) (1 / 6) (1 / 6) kx ky kz := by
  rw [kane_gram, pow_two (kDotJ kx ky kz)]
  unfold luttinger kDotJ
  simp only [add_mul, mul_add, smul_mul_assoc, mul_smul_comm]
  push_cast
  module

/-- The Luttinger matrices at all wave vectors determine the three parameters. -/
theorem luttinger_injective {g1 g2 g3 h1 h2 h3 : ℝ}
    (h : ∀ kx ky kz, luttinger g1 g2 g3 kx ky kz = luttinger h1 h2 h3 kx ky kz) :
    g1 = h1 ∧ g2 = h2 ∧ g3 = h3 := by
  -- two diagonal entries at k along z, one off-diagonal entry at k along (1,0,1)
  have e0 : ∀ a b c : ℝ, luttinger a b c 0 0 1 0 0 = ((a - 2 * b : ℝ) : ℂ) := by
    intro a b c
    simp [luttinger, kSq, Jz]
    ring
  have e1 : ∀ a b c : ℝ, luttinger a b c 0 0 1 1 1 = ((a + 2 * b : ℝ) : ℂ) := by
    intro a b c
    simp [luttinger, kSq, Jz]
    ring
  have e2 : ∀ a b c : ℝ, luttinger a b c 1 0 1 0 1 = ((-2 * c * √3 : ℝ) : ℂ) := by
    intro a b c
    simp [luttinger, kSq, Jx, Jz, -mul_eq_mul_left_iff, -mul_eq_mul_right_iff]
    ring
  have q0 := congrFun (congrFun (h 0 0 1) 0) 0
  have q1 := congrFun (congrFun (h 0 0 1) 1) 1
  have q2 := congrFun (congrFun (h 1 0 1) 0) 1
  rw [e0, e0, Complex.ofReal_inj] at q0
  rw [e1, e1, Complex.ofReal_inj] at q1
  rw [e2, e2, Complex.ofReal_inj] at q2
  have q3 := mul_right_cancel₀ (show √3 ≠ 0 by positivity) q2
  exact ⟨by linarith, by linarith, by linarith⟩

/-- For a nonzero gap, (Ep/Eg) VᴴV is the Luttinger matrix at every wave vector exactly when
γ1 = Ep/(3Eg) and γ2 = γ3 = Ep/(6Eg). -/
theorem kane_luttinger_iff {Ep Eg g1 g2 g3 : ℝ} (hEg : Eg ≠ 0) :
    (∀ kx ky kz, (Eg : ℂ) • luttinger g1 g2 g3 kx ky kz
        = (Ep : ℂ) • ((kaneV kx ky kz)ᴴ * kaneV kx ky kz)) ↔
      g1 = Ep / (3 * Eg) ∧ g2 = Ep / (6 * Eg) ∧ g3 = Ep / (6 * Eg) := by
  have hsm : ∀ a b c d kx ky kz : ℝ, (a : ℂ) • luttinger b c d kx ky kz
      = luttinger (a * b) (a * c) (a * d) kx ky kz := by
    intro a b c d kx ky kz
    unfold luttinger
    push_cast
    module
  have h3 : 3 * Eg ≠ 0 := mul_ne_zero (by norm_num) hEg
  have h6 : 6 * Eg ≠ 0 := mul_ne_zero (by norm_num) hEg
  simp only [kane_gram_luttinger, hsm]
  rw [eq_div_iff h3, eq_div_iff h6, eq_div_iff h6]
  constructor
  · intro h
    obtain ⟨p, q, r⟩ := luttinger_injective h
    exact ⟨by linarith, by linarith, by linarith⟩
  · rintro ⟨p, q, r⟩ kx ky kz
    rw [show Eg * g1 = Ep * (1 / 3) by linarith, show Eg * g2 = Ep * (1 / 6) by linarith,
      show Eg * g3 = Ep * (1 / 6) by linarith]

/-- Exact elimination of the conduction amplitudes `c` at energy E ≠ Eg: the valence amplitudes
`v` obey a Luttinger equation with γ1 raised by P²/(3(Eg-E)) and γ2, γ3 by P²/(6(Eg-E)). -/
theorem eliminate_conduction {P Eg E g1 g2 g3 kx ky kz : ℝ} (hE : E ≠ Eg)
    {c : Fin 2 → ℂ} {v : Fin 4 → ℂ}
    (hc : (Eg : ℂ) • c + (P : ℂ) • (kaneV kx ky kz *ᵥ v) = (E : ℂ) • c)
    (hv : (P : ℂ) • ((kaneV kx ky kz)ᴴ *ᵥ c) - luttinger g1 g2 g3 kx ky kz *ᵥ v
      = (E : ℂ) • v) :
    -(luttinger (g1 + P ^ 2 / (3 * (Eg - E))) (g2 + P ^ 2 / (6 * (Eg - E)))
        (g3 + P ^ 2 / (6 * (Eg - E))) kx ky kz *ᵥ v) = (E : ℂ) • v := by
  obtain ⟨d, hd⟩ : ∃ d, d = Eg - E := ⟨_, rfl⟩
  have hd0 : (d : ℂ) ≠ 0 := by
    rw [hd]
    exact_mod_cast sub_ne_zero.mpr hE.symm
  -- solve the conduction equation for c
  have h1 : (d : ℂ) • c = (-(P : ℂ)) • (kaneV kx ky kz *ᵥ v) := by
    rw [hd]
    push_cast
    linear_combination (norm := module) hc
  have h2 : c = (-((P : ℂ) / d)) • (kaneV kx ky kz *ᵥ v) := by
    calc c = (d : ℂ)⁻¹ • ((d : ℂ) • c) := by
          rw [smul_smul, inv_mul_cancel₀ hd0, one_smul]
      _ = _ := by
          rw [h1, smul_smul]
          congr 1
          ring
  -- the shift of the parameters is the folded Kane term
  have hL : luttinger (g1 + P ^ 2 / (3 * d)) (g2 + P ^ 2 / (6 * d))
      (g3 + P ^ 2 / (6 * d)) kx ky kz = luttinger g1 g2 g3 kx ky kz
        + ((P : ℂ) ^ 2 / d) • ((kaneV kx ky kz)ᴴ * kaneV kx ky kz) := by
    rw [kane_gram_luttinger]
    unfold luttinger
    push_cast
    module
  rw [← hd, hL, Matrix.add_mulVec, Matrix.smul_mulVec, ← hv, h2, Matrix.mulVec_smul,
    Matrix.mulVec_mulVec]
  module

end

end KaneLuttinger
```

```lean
#print axioms KaneLuttinger.kane_conduction
-- 'KaneLuttinger.kane_conduction' depends on axioms: [propext, Classical.choice, Quot.sound]
#print axioms KaneLuttinger.kane_luttinger_iff
-- 'KaneLuttinger.kane_luttinger_iff' depends on axioms: [propext, Classical.choice, Quot.sound]
#print axioms KaneLuttinger.eliminate_conduction
-- 'KaneLuttinger.eliminate_conduction' depends on axioms: [propext, Classical.choice, Quot.sound]
```

### How the proofs follow the calculation

`kaneV_eq` extracts the factor 1/√6. It proves the two relations between square roots used above and then compares the eight entries.

In `kane_gram`, the step `hJ` writes out k·J as a matrix and `hW` is the identity for WᴴW. There `fin_cases` splits the matrix equation into its sixteen entries, `simp` evaluates the products, and `ring_nf` and `ring` do the algebra, with i² = −1 and (√3)² = 3 supplied in between. The step `hr` provides the factor 1/6 that turns the result for W into the one for V.

`kane_conduction` treats the product in the other order in the same way and finds VVᴴ = 2k²/3, a multiple of the identity: both conduction states are coupled with the same strength, whatever the direction of k. The later proofs do not use it.

`kane_gram_luttinger` expands (k·J)² into its nine products without evaluating any of them. The tactic `module` then compares coefficients, which is the matching that gave 1/3 and 1/6.

`luttinger_injective` is the uniqueness argument. Its steps `e0`, `e1` and `e2` compute the three entries named above, and `linarith` solves the resulting linear equations.

In `kane_luttinger_iff`, the step `hsm` states that multiplying L by a number multiplies its parameters. Both sides of the equation become Luttinger matrices, so one direction follows from uniqueness and the other by substitution. The hypothesis `Eg ≠ 0` is what allows Eg γ1 = Ep/3 to be solved for γ1, and likewise for the other two.

`eliminate_conduction` repeats the elimination with d = Eg − E. The steps `h1` and `h2` solve for c, and `hL` identifies the shift of the parameters with (P²/d) VᴴV. Substituting both into the valence equation finishes the proof.
